# Projectors that attain the sum of the lowest eigenvalues of a Hermitian matrix

Let $H$ be an $n\times n$ Hermitian matrix with eigenvalues $e_0\le e_1\le\dots\le e_{n-1}$, and let $Q$ be a Hermitian projector of rank $k+1$, with $0\le k<n$. Then

$$\operatorname{tr}(HQ)=e_0+\dots+e_k$$

exactly when $Q$ fixes every eigenvector of $H$ with eigenvalue below $e_k$ and annihilates every eigenvector with eigenvalue above $e_k$. Inside the eigenspace of the frontier value $e_k$, only the rank restricts $Q$.

The physical question is which Slater determinants are ground states of $k+1$ non-interacting fermions when the highest occupied level may be degenerate. For a finite orthonormal basis of one-particle states (spin orbitals, for electrons) and a fixed one-body $H$, the result answers it with the aufbau rule of electronic structure. The theorem concerns matrices; that $Q$ is the one-body density matrix of a determinant with energy $\operatorname{tr}(HQ)$ is the physical input.

Indices start at zero, so $k$ labels the frontier level and is not the particle number, as it would be in the usual textbook notation.

In Lean 4 with Mathlib:

```lean
import Mathlib

open Matrix

namespace KyFanDegenerateFrontier

noncomputable section

variable {n : ℕ} {H U Q : Matrix (Fin n) (Fin n) ℂ} {e : Fin n → ℝ}
```

## Hermitian $H$: real levels and orthonormal orbitals

Hermiticity, `hH` in the code, makes the energies real, so that they can be ordered, and supplies orthonormal eigenvectors $u_i$ with $Hu_i=e_iu_i$. The list `level hH` contains the eigenvalues with multiplicity, sorted upwards.

```lean
/-- The eigenvalues of a Hermitian matrix, with multiplicity, in ascending order. -/
def level (hH : H.IsHermitian) : Fin n → ℝ :=
  hH.eigenvalues ∘ Tuple.sort hH.eigenvalues
```

The $u_i$ are the columns of a matrix $U$. `IsEigenframe` says that $U^\dagger U=1$ and $HU=U\,\mathrm{diag}(e)$.

```lean
/-- The columns of `U` are orthonormal eigenvectors of `H` with eigenvalues `e i`. -/
def IsEigenframe (H U : Matrix (Fin n) (Fin n) ℂ) (e : Fin n → ℝ) : Prop :=
  Uᴴ * U = 1 ∧ H * U = U * diagonal (fun i => (e i : ℂ))
```

The occupation of $u_i$ in $Q$ is $w_i=\lVert Qu_i\rVert^2$, called `weight U Q i`.

```lean
/-- The squared norm of `Q uᵢ`, where `uᵢ` is column `i` of `U`. -/
def weight (U Q : Matrix (Fin n) (Fin n) ℂ) (i : Fin n) : ℝ :=
  ∑ j, Complex.normSq ((Q * U) j i)
```

The hypothesis enters the proof through the next theorem, which reorders Mathlib's eigenvector basis by the sorting permutation and checks the two frame equations entry by entry.

```lean
/-- Every Hermitian matrix has an orthonormal eigenframe ordered by ascending eigenvalue. -/
theorem exists_eigenframe (hH : H.IsHermitian) :
    Monotone (level hH) ∧ ∃ U, IsEigenframe H U (level hH) := by
  refine ⟨Tuple.monotone_sort _, ?_⟩
  let σ := Tuple.sort hH.eigenvalues
  refine ⟨Matrix.of fun i j => (hH.eigenvectorBasis (σ j)).ofLp i, ?_, ?_⟩
  · ext i j
    have h := orthonormal_iff_ite.mp hH.eigenvectorBasis.orthonormal (σ i) (σ j)
    rw [PiLp.inner_apply] at h
    simp only [RCLike.inner_apply] at h
    rw [Matrix.mul_apply, Matrix.one_apply]
    trans (if σ i = σ j then (1 : ℂ) else 0)
    · rw [← h]
      exact Finset.sum_congr rfl fun a _ => mul_comm _ _
    · by_cases hij : i = j <;> simp [hij]
  · ext i j
    have h := congrFun (hH.mulVec_eigenvectorBasis (σ j)) i
    rw [Pi.smul_apply, Complex.real_smul] at h
    rw [Matrix.mul_diagonal]
    exact h.trans (mul_comm _ _)
```

Real eigenvalues alone would not be enough. The matrix $H=\begin{pmatrix}0&1\\0&1\end{pmatrix}$ has eigenvalues 0 and 1, and $Q=\mathrm{diag}(1,0)$ gives $\operatorname{tr}(HQ)=0=e_0$. Yet $Q$ does not annihilate $(1,1)^T$, the eigenvector with eigenvalue 1.

## $Q^2=Q$: each orbital of the determinant is fully occupied

Idempotency, `hQQ`, means that the eigenvalues of $Q$ are 0 or 1. Every vector splits as $x=Qx+(1-Q)x$; $Q$ acts as the identity on its range and as zero on its kernel. Its trace is therefore the dimension of its range:

$$\operatorname{tr}Q=\operatorname{rank}Q.$$

The proof recognises $Q$ as a projection onto its range and applies Mathlib's trace formula for projections.

```lean
/-- The trace of an idempotent matrix is its rank. -/
theorem trace_eq_rank (hQQ : Q * Q = Q) : Q.trace = (Q.rank : ℂ) := by
  have hp : LinearMap.IsProj (LinearMap.range (Matrix.toLin' Q)) (Matrix.toLin' Q) :=
    ⟨fun x => LinearMap.mem_range_self _ x, by
      rintro _ ⟨y, rfl⟩
      simp only [Matrix.toLin'_apply, Matrix.mulVec_mulVec, hQQ]⟩
  have h := hp.trace
  rw [LinearMap.trace_eq_matrix_trace ℂ (Pi.basisFun ℂ (Fin n)),
    LinearMap.toMatrix_eq_toMatrix', LinearMap.toMatrix'_toLin'] at h
  exact h
```

A Hermitian $Q$ of the right rank can fail without this condition. For $n=1$, $H=(1)$ and $Q=(2)$, there are no levels below or above the frontier, so the condition on eigenvectors holds, but the trace is 2 and not 1. Fractional occupations, as in thermal smearing, also violate `hQQ`, and the theorem does not apply to them.

## Hermitian $Q$: occupations and holes add to one

Hermiticity of $Q$, `hQ`, makes the projection orthogonal, as it is for a determinant of orthonormal orbitals. Together with idempotency it gives

$$u_i^\dagger Qu_i=u_i^\dagger Q^\dagger Qu_i=\lVert Qu_i\rVert^2=w_i .$$

```lean
/-- For a Hermitian projector `Q` and any column `u` of `U`, the number `u† Q u` is the weight of
that column in `Q`. -/
theorem expectation_eq_weight (hQ : Q.IsHermitian) (hQQ : Q * Q = Q) (i : Fin n) :
    (Uᴴ * Q * U) i i = (weight U Q i : ℂ) := by
  have h : Uᴴ * Q * U = (Q * U)ᴴ * (Q * U) := by
    rw [Matrix.conjTranspose_mul, hQ.eq, Matrix.mul_assoc Uᴴ Q (Q * U),
      ← Matrix.mul_assoc Q Q U, hQQ, Matrix.mul_assoc]
  rw [h, Matrix.mul_apply, weight, Complex.ofReal_sum]
  exact Finset.sum_congr rfl fun j _ => Complex.normSq_eq_conj_mul_self.symm
```

The complement $1-Q$ is also a Hermitian projector. Its weight $h_i=\lVert(1-Q)u_i\rVert^2$ measures the hole in $u_i$, and

$$w_i+h_i=u_i^\dagger Qu_i+u_i^\dagger(1-Q)u_i=u_i^\dagger u_i=1 .$$

```lean
/-- The weights of a frame vector in a Hermitian projector and in its complement add to one. -/
theorem weight_compl (hU : Uᴴ * U = 1) (hQ : Q.IsHermitian) (hQQ : Q * Q = Q) (i : Fin n) :
    weight U Q i + weight U (1 - Q) i = 1 := by
  have hc : (1 - Q) * (1 - Q) = 1 - Q := by
    rw [mul_sub, mul_one, sub_mul, one_mul, hQQ, sub_self, sub_zero]
  have h : Uᴴ * Q * U + Uᴴ * (1 - Q) * U = 1 := by
    calc _ = Uᴴ * U := by noncomm_ring
      _ = 1 := hU
  have h2 := congrFun (congrFun h i) i
  rw [Matrix.add_apply, expectation_eq_weight hQ hQQ,
    expectation_eq_weight (Matrix.isHermitian_one.sub hQ) hc, Matrix.one_apply_eq] at h2
  exact_mod_cast h2
```

Taking the trace in the eigenframe turns the energy into a sum over occupations:

$$\operatorname{tr}(HQ)=\sum_i u_i^\dagger HQu_i=\sum_i e_i\,u_i^\dagger Qu_i=\sum_i e_iw_i .$$

The proof writes $H=U\,\mathrm{diag}(e)\,U^\dagger$ and moves $U$ around the trace by cyclicity.

```lean
/-- For a Hermitian projector `Q`, the energy `trace (H Q)` is the sum of the eigenvalues multiplied
by the weights in `Q` of the orthonormal eigenvectors in the columns of `U`. -/
theorem trace_eq_sum_weight (hF : IsEigenframe H U e) (hQ : Q.IsHermitian)
    (hQQ : Q * Q = Q) : (H * Q).trace = ((∑ i, e i * weight U Q i : ℝ) : ℂ) := by
  obtain ⟨hU, hHU⟩ := hF
  have hUU : U * Uᴴ = 1 := mul_eq_one_comm.mp hU
  have hd : H = U * diagonal (fun i => (e i : ℂ)) * Uᴴ := by
    rw [← hHU, Matrix.mul_assoc, hUU, Matrix.mul_one]
  calc (H * Q).trace = (U * (diagonal (fun i => (e i : ℂ)) * (Uᴴ * Q))).trace := by
        rw [hd]; simp only [Matrix.mul_assoc]
    _ = (diagonal (fun i => (e i : ℂ)) * (Uᴴ * Q * U)).trace := by
        rw [Matrix.trace_mul_comm]; simp only [Matrix.mul_assoc]
    _ = _ := by
        rw [Matrix.trace, Complex.ofReal_sum]
        refine Finset.sum_congr rfl fun i _ => ?_
        rw [Matrix.diag_apply, Matrix.diagonal_mul, expectation_eq_weight hQ hQQ,
          Complex.ofReal_mul]
```

An oblique projector breaks the equivalence. With $H=\mathrm{diag}(0,1)$ and $Q=\begin{pmatrix}1&1\\0&0\end{pmatrix}$, $Q^2=Q$ has rank 1 and $\operatorname{tr}(HQ)=0=e_0$, but $Q$ sends the upper eigenvector $(0,1)^T$ to $(1,0)^T$.

## Rank $k+1$: the particle number

The hypothesis `hr : Q.rank = k + 1` fixes the number of fermions. Since `k : Fin n`, every rank from 1 to $n$ is allowed. By the trace formula, $\sum_iw_i=\operatorname{tr}Q=k+1$, so energies can be measured from $e_k$:

$$\begin{aligned}
\operatorname{tr}(HQ)-\sum_{i\le k}e_i
&=\sum_i(e_i-e_k)w_i-\sum_{i\le k}(e_i-e_k)\\
&=\sum_{i\le k}(e_k-e_i)h_i+\sum_{i>k}(e_i-e_k)w_i .
\end{aligned}$$

In the first line, the two added terms $\mp(k+1)e_k$ cancel. The second line uses $1-w_i=h_i$. Because the levels ascend, every coefficient equals $|e_i-e_k|$. The excess is thus a cost for holes up to the frontier index and particles beyond it. No term is negative, which gives Ky Fan's inequality $\operatorname{tr}(HQ)\ge\sum_{i\le k}e_i$.

In `energy_excess`, `hs` is the particle-number sum, obtained by applying the energy formula to the identity matrix. The identity `ht` compares the terms one by one, with a case split at $i\le k$.

```lean
/-- For an orthonormal eigenframe of `H` with ascending eigenvalues `e` and a Hermitian projector of
rank `k + 1`, the energy is the sum of the lowest `k + 1` eigenvalues plus a cost for each hole up
to `k` and each particle beyond `k`, proportional to the distance from the frontier value `e k`. -/
theorem energy_excess (he : Monotone e) (hF : IsEigenframe H U e) (hQ : Q.IsHermitian)
    (hQQ : Q * Q = Q) (k : Fin n) (hr : Q.rank = k + 1) :
    (H * Q).trace = ((∑ i ∈ Finset.Iic k, e i + ∑ i, |e i - e k| *
      (if i ≤ k then weight U (1 - Q) i else weight U Q i) : ℝ) : ℂ) := by
  -- the weights sum to the rank
  have hs : ∑ i, weight U Q i = (k : ℝ) + 1 := by
    have h1 : IsEigenframe 1 U (fun _ => 1) := ⟨hF.1, by simp⟩
    have h := trace_eq_sum_weight h1 hQ hQQ
    simp only [one_mul] at h
    rw [trace_eq_rank hQQ, hr] at h
    exact_mod_cast h.symm
  have hI : ∑ i ∈ Finset.Iic k, (e i - e k) = ∑ i, if i ≤ k then e i - e k else 0 := by
    rw [← Finset.sum_filter]
    congr 1
    ext i
    simp
  have hc : ∑ i ∈ Finset.Iic k, (e i - e k)
      = ∑ i ∈ Finset.Iic k, e i - ((k : ℝ) + 1) * e k := by
    rw [Finset.sum_sub_distrib, Finset.sum_const, Fin.card_Iic, nsmul_eq_mul,
      Nat.cast_add, Nat.cast_one]
  have ht : ∑ i, |e i - e k| * (if i ≤ k then weight U (1 - Q) i else weight U Q i)
      = ∑ i, ((e i * weight U Q i - e k * weight U Q i)
        - if i ≤ k then e i - e k else 0) := by
    refine Finset.sum_congr rfl fun i _ => ?_
    by_cases h : i ≤ k
    · rw [if_pos h, if_pos h, abs_of_nonpos (sub_nonpos.mpr (he h))]
      linear_combination (e k - e i) * weight_compl hF.1 hQ hQQ i
    · rw [if_neg h, if_neg h, abs_of_nonneg (sub_nonneg.mpr (he (not_le.mp h).le))]
      ring
  rw [trace_eq_sum_weight hF hQ hQQ, Complex.ofReal_inj, ht, Finset.sum_sub_distrib,
    Finset.sum_sub_distrib, ← Finset.mul_sum, hs, ← hI, hc]
  ring
```

If the rank is wrong, $H=1$ already gives a contradiction: the condition on eigenvectors is satisfied by every $Q$, while $\operatorname{tr}(HQ)=\operatorname{rank}Q$ differs from $k+1$.

## From zero cost to every eigenvector

If the excess vanishes, each of its nonnegative terms vanishes. For $e_i<e_k$ this gives $h_i=0$, hence $Qu_i=u_i$; for $e_i>e_k$ it gives $w_i=0$, hence $Qu_i=0$. For $e_i=e_k$ the coefficient is zero and the occupation remains free. The next theorem translates between zero weight and annihilation.

```lean
/-- A frame vector has zero weight in `Q` exactly when `Q` annihilates it. -/
theorem weight_eq_zero_iff (i : Fin n) :
    weight U Q i = 0 ↔ Q *ᵥ (fun j => U j i) = 0 := by
  rw [weight, Finset.sum_eq_zero_iff_of_nonneg (fun j _ => Complex.normSq_nonneg _)]
  constructor
  · intro h
    ext j
    exact Complex.normSq_eq_zero.mp (h j (Finset.mem_univ j))
  · intro h j _
    exact Complex.normSq_eq_zero.mpr (congrFun h j)
```

An arbitrary eigenvector $x$ with $Hx=\mu x$ need not be one of the chosen $u_i$. Expand it as $x=\sum_ic_iu_i$ with $c_i=u_i^\dagger x$. Then $(e_i-\mu)c_i=0$, so only frame vectors with $e_i=\mu$ contribute. If $Q$ annihilates all of those, it annihilates $x$. Applied to $1-Q$, the same argument gives $Qx=x$.

```lean
/-- If all frame vectors with eigenvalue `μ` have zero weight in `Q`, then `Q` annihilates
every eigenvector of `H` with eigenvalue `μ`. -/
theorem annihilates_eigenspace (hF : IsEigenframe H U e) {μ : ℝ} {x : Fin n → ℂ}
    (hx : H *ᵥ x = (μ : ℂ) • x) (hw : ∀ i, e i = μ → weight U Q i = 0) : Q *ᵥ x = 0 := by
  obtain ⟨hU, hHU⟩ := hF
  have hUU : U * Uᴴ = 1 := mul_eq_one_comm.mp hU
  have hD : Uᴴ * H = diagonal (fun i => (e i : ℂ)) * Uᴴ := by
    calc Uᴴ * H = Uᴴ * (H * U) * Uᴴ := by
          simp only [Matrix.mul_assoc, hUU, Matrix.mul_one]
      _ = (Uᴴ * U) * diagonal (fun i => (e i : ℂ)) * Uᴴ := by
          rw [hHU]; simp only [Matrix.mul_assoc]
      _ = _ := by rw [hU, Matrix.one_mul]
  have hy : diagonal (fun i => (e i : ℂ)) *ᵥ (Uᴴ *ᵥ x) = (μ : ℂ) • (Uᴴ *ᵥ x) := by
    rw [Matrix.mulVec_mulVec, ← hD, ← Matrix.mulVec_mulVec, hx, Matrix.mulVec_smul]
  have hQx : Q *ᵥ x = (Q * U) *ᵥ (Uᴴ *ᵥ x) := by
    rw [Matrix.mulVec_mulVec, Matrix.mul_assoc, hUU, Matrix.mul_one]
  rw [hQx]
  ext j
  show ∑ i, (Q * U) j i * (Uᴴ *ᵥ x) i = 0
  refine Finset.sum_eq_zero fun i _ => ?_
  by_cases h : e i = μ
  · have h0 : (Q * U) j i = 0 := congrFun ((weight_eq_zero_iff i).mp (hw i h)) j
    rw [h0, zero_mul]
  · -- components of `x` along other eigenvalues vanish
    have hi := congrFun hy i
    rw [Matrix.mulVec_diagonal, Pi.smul_apply, smul_eq_mul] at hi
    have hne : (e i : ℂ) - μ ≠ 0 := sub_ne_zero.mpr (by exact_mod_cast h)
    have h0 : (Uᴴ *ᵥ x) i = 0 :=
      (mul_eq_zero.mp (by linear_combination hi :
        ((e i : ℂ) - μ) * (Uᴴ *ᵥ x) i = 0)).resolve_left hne
    rw [h0, mul_zero]
```

The final theorem quantifies over all real `μ` and all vectors `x` that satisfy the eigenvalue equation. Real `μ` suffices for Hermitian $H$, and the zero vector satisfies both requirements trivially. The trace is a complex number, so the real sum `∑ i ∈ Finset.Iic k, level hH i` is cast to ℂ.

In the forward direction, `hz` records that every cost term is zero, and monotonicity places each level on the correct side of `k`. For the converse, the conditions are applied to $x=u_i$. The three cases $e_i<e_k$, $e_i=e_k$ and $e_i>e_k$ give a zero hole weight, a zero coefficient and a zero particle weight, so the excess vanishes.

```lean
/-- Ky Fan equality: for a Hermitian projector `Q` of rank `k + 1`, `trace (H Q)` is the sum of
the lowest `k + 1` eigenvalues of the Hermitian matrix `H` exactly when `Q` fixes all
eigenvectors below the frontier value `level hH k` and annihilates all those above it. -/
theorem ky_fan_equality_iff (hH : H.IsHermitian) (hQ : Q.IsHermitian) (hQQ : Q * Q = Q)
    (k : Fin n) (hr : Q.rank = k + 1) :
    (H * Q).trace = ((∑ i ∈ Finset.Iic k, level hH i : ℝ) : ℂ) ↔
      ∀ (μ : ℝ) (x : Fin n → ℂ), H *ᵥ x = (μ : ℂ) • x →
        (μ < level hH k → Q *ᵥ x = x) ∧ (level hH k < μ → Q *ᵥ x = 0) := by
  obtain ⟨he, U, hF⟩ := exists_eigenframe hH
  have hpos : ∀ (A : Matrix (Fin n) (Fin n) ℂ) i, 0 ≤ weight U A i :=
    fun A i => Finset.sum_nonneg fun j _ => Complex.normSq_nonneg _
  have hnn : ∀ i, 0 ≤ |level hH i - level hH k| *
      (if i ≤ k then weight U (1 - Q) i else weight U Q i) := by
    intro i
    refine mul_nonneg (abs_nonneg _) ?_
    split_ifs
    · exact hpos _ i
    · exact hpos _ i
  rw [energy_excess he hF hQ hQQ k hr, Complex.ofReal_inj]
  constructor
  · -- equality forces every hole and particle cost to vanish
    intro h μ x hx
    have hz := fun i => (Finset.sum_eq_zero_iff_of_nonneg (fun i _ => hnn i)).mp
      (by linarith) i (Finset.mem_univ i)
    constructor
    · intro hμ
      have h0 : (1 - Q) *ᵥ x = 0 := by
        refine annihilates_eigenspace hF hx fun i hi => ?_
        have hik : i ≤ k := by
          by_contra hc
          linarith [he (not_le.mp hc).le]
        have hzi := hz i
        rw [if_pos hik] at hzi
        exact (mul_eq_zero.mp hzi).resolve_left (abs_ne_zero.mpr (by linarith))
      rw [Matrix.sub_mulVec, Matrix.one_mulVec] at h0
      exact (sub_eq_zero.mp h0).symm
    · intro hμ
      refine annihilates_eigenspace hF hx fun i hi => ?_
      have hik : ¬ i ≤ k := fun hc => by linarith [he hc]
      have hzi := hz i
      rw [if_neg hik] at hzi
      exact (mul_eq_zero.mp hzi).resolve_left (abs_ne_zero.mpr (by linarith))
  · -- conversely, test the conditions on the frame vectors
    intro h
    refine add_eq_left.mpr (Finset.sum_eq_zero ?_)
    intro i _
    have hcol : H *ᵥ (fun j => U j i) = (level hH i : ℂ) • (fun j => U j i) := by
      ext j
      have hj := congrFun (congrFun hF.2 j) i
      rw [Matrix.mul_diagonal] at hj
      exact hj.trans (mul_comm _ _)
    obtain ⟨hlo, hhi⟩ := h _ _ hcol
    rcases lt_trichotomy (level hH i) (level hH k) with hlt | heq | hgt
    · have hik : i ≤ k := by
        by_contra hc
        linarith [he (not_le.mp hc).le]
      have h0 : weight U (1 - Q) i = 0 := by
        rw [weight_eq_zero_iff, Matrix.sub_mulVec, Matrix.one_mulVec, hlo hlt, sub_self]
      rw [if_pos hik, h0, mul_zero]
    · rw [heq, sub_self, abs_zero, zero_mul]
    · have hik : ¬ i ≤ k := fun hc => by linarith [he hc]
      rw [if_neg hik, (weight_eq_zero_iff i).mpr (hhi hgt), mul_zero]

end

end KyFanDegenerateFrontier
```

```lean
#print axioms KyFanDegenerateFrontier.ky_fan_equality_iff
-- 'KyFanDegenerateFrontier.ky_fan_equality_iff' depends on axioms: [propext, Classical.choice, Quot.sound]
```

## Two fermions on a four-site ring

Consider two non-interacting spinless fermions on a ring of four sites with hopping matrix element $-t$, $t>0$. The levels are $-2t,0,0,2t$, so $k=1$ and the frontier value is 0. A calculation diagonalises $H$, takes the two lowest eigenvectors as the columns of a matrix $C$, and forms $Q=CC^\dagger$.

The first column is $(1,1,1,1)^T/2$ up to a phase. The second may be any unit vector in the zero-energy space. Choosing $(1,0,-1,0)^T/\sqrt2$ gives site densities $\tfrac34,\tfrac14,\tfrac34,\tfrac14$, while $(1,i,-1,-i)^T/2$ gives $\tfrac12$ on every site. Both have energy $-2t$: the choice of basis that the diagonaliser returns for the degenerate level can affect the density but, for this fixed $H$, not the energy $\operatorname{tr}(HQ)$.
